# For trial states with a freely optimised scale, \(\sqrt{-E}\) is convex in the nuclear charge

## Two electrons in one scaled orbital

Put two electrons in a 1s orbital with exponent \(k>0\), around a nucleus of charge \(Z\). In hartree, the kinetic energy is \(k^2\), the nuclear attraction is \(-2Zk\) and the repulsion is \(\tfrac58k\). Completing the square gives

\[
k^2+k\left(\tfrac58-2Z\right)=\left(k-\left(Z-\tfrac5{16}\right)\right)^2-\left(Z-\tfrac5{16}\right)^2 .
\]

For \(Z>\tfrac5{16}\) the best exponent is \(k=Z-\tfrac5{16}\), the lowest energy is \(E(Z)=-(Z-\tfrac5{16})^2\), and \(\sqrt{-E(Z)}=Z-\tfrac5{16}\) is a straight line in \(Z\).

Another trial shape would give another straight line, wherever that line is positive; elsewhere its energies have infimum 0 and its root is 0. The lowest energy belongs to the largest root, so with several shapes \(\sqrt{-E}\) is the upper envelope of these lines and the zero line, which is convex. A chord of a convex function lies on or above it. If the root is interpolated linearly between two charges, minus the square of the result is therefore at or below \(E\). The argument below extends this to any nonempty set of trial shapes, each taken at every positive scale, wherever the energies are bounded below.

## Trial states, scales and the energy

Let \(s\) be a normalised \(N\)-electron trial state, for Hartree-Fock a Slater determinant. Let \(T(s)\) be its kinetic energy, \(R(s)\) the expectation value of \(\sum_i 1/r_i\), and \(W(s)\) that of the electron repulsion, where \(r_i\) is the distance of electron \(i\) from the nucleus. Replacing \(\psi(\mathbf r_1,\dots,\mathbf r_N)\) by \(k^{3N/2}\psi(k\mathbf r_1,\dots,k\mathbf r_N)\) keeps the norm and turns a determinant into a determinant. Two derivatives bring a factor \(k^2\), and each inverse distance brings a factor \(k\), so the energy becomes

\[
k^2T(s)+k\,\bigl(W(s)-ZR(s)\bigr).
\]

In the code the trial states are the elements of an arbitrary type `S`, and `T`, `R` and `W` are arbitrary real functions on it. The scaling law is taken as the definition of the energy and is not derived from a Hamiltonian. It stands for non-relativistic electrons in the Coulomb field of a fixed point nucleus.

```lean
import Mathlib

namespace IsoelectronicInterpolation

noncomputable section

/-- Energy of the trial state `s` after scaling by `k`, at nuclear charge `Z`: the kinetic energy
`T` scales as `k ^ 2`, the repulsion `W` and the attraction `-Z * R` scale as `k`. -/
def scaledEnergy {S : Type*} (T R W : S → ℝ) (Z : ℝ) (s : S) (k : ℝ) : ℝ :=
  k ^ 2 * T s + k * (W s - Z * R s)
```

At a given charge, all states and all positive scales together give a set of energies.

```lean
/-- All energies reached at nuclear charge `Z` by trial states at positive scales. -/
def energies {S : Type*} (T R W : S → ℝ) (Z : ℝ) : Set ℝ :=
  {e | ∃ (s : S) (k : ℝ), 0 < k ∧ e = scaledEnergy T R W Z s k}
```

The variational energy \(E(Z)\) is the infimum of this set, and no state needs to attain it. Lean's `sInf` returns 0 for a set of reals that is unbounded below, so the theorems carry the condition `BddBelow (energies T R W Z)`, which is what "\(E\) is finite at \(Z\)" means here. For a real atom this is the stability of the Coulomb problem; here it is assumed.

```lean
/-- The variational energy `E(Z)`, the infimum over trial states and positive scales. Where the
energies are not bounded below, `sInf` returns 0 and the value has no physical meaning. -/
def groundEnergy {S : Type*} (T R W : S → ℝ) (Z : ℝ) : ℝ :=
  sInf (energies T R W Z)
```

The quantity to be interpolated is \(r(Z)=\sqrt{-E(Z)}\).

```lean
/-- The square root of `-E(Z)`, the quantity interpolated along an isoelectronic sequence. -/
def energyRoot {S : Type*} (T R W : S → ℝ) (Z : ℝ) : ℝ :=
  Real.sqrt (-groundEnergy T R W Z)
```

The functions \(T\), \(R\) and \(W\) do not depend on \(Z\), so the electron number and the set of trial states stay the same along the sequence. The free scale is essential to the model. If \(k\) is held at 1 in the two-electron example, the energy is \(\tfrac{13}8-2Z\), and its root \(\sqrt{2Z-\tfrac{13}8}\) is concave. Energies from a fixed basis set without scale optimisation therefore need not obey the results below.

## Optimising the scale gives a linear condition

Let \(T(s)>0\) for every state, as holds for the kinetic energy of a normalisable state, and let \(c\ge0\). Then \(-c^2\) is a lower bound on all energies at charge \(Z\) exactly when

\[
ZR(s)-W(s)\le 2c\sqrt{T(s)}\qquad\text{for every } s .
\]

Suppose first that \(-c^2\) is a lower bound. If \(ZR-W\le0\), the condition holds at once. Otherwise take the scale \(k=(ZR-W)/(2T)>0\). The potential energy is then \(-2k^2T\), which is the virial relation, and the total energy is \(-k^2T\). Hence \(k^2T\le c^2\), so \(k\sqrt T\le c\), and

\[
ZR-W=2kT=2\,(k\sqrt T)\sqrt T\le 2c\sqrt T .
\]

Conversely, if the condition holds, then for every \(k>0\)

\[
k^2T-k(ZR-W)\ \ge\ k^2T-2ck\sqrt T=(k\sqrt T-c)^2-c^2\ \ge\ -c^2 .
\]

The proof splits the first direction by `le_or_gt` into the same two cases. In the second direction, `nlinarith` receives the square \((k\sqrt T-c)^2\ge0\) and finishes the estimate.

```lean
variable {S : Type*} {T R W : S → ℝ}

/-- Optimising the scale: for positive kinetic energies and `c ≥ 0`, no energy lies below `-c ^ 2`
exactly when every trial state obeys a condition linear in `Z` and `c`. -/
theorem lowerBound_iff (hT : ∀ s, 0 < T s) {Z c : ℝ} (hc : 0 ≤ c) :
    -c ^ 2 ∈ lowerBounds (energies T R W Z) ↔
      ∀ s, Z * R s - W s ≤ 2 * c * Real.sqrt (T s) := by
  constructor
  · intro h s
    have hs := hT s
    have hne := hs.ne'
    have hq := Real.sq_sqrt hs.le
    rcases le_or_gt (Z * R s - W s) 0 with ha | ha
    · exact ha.trans (by positivity)
    · -- the optimal scale, where the virial relation holds
      obtain ⟨k, hk, hka⟩ : ∃ k : ℝ, 0 < k ∧ 2 * T s * k = Z * R s - W s :=
        ⟨(Z * R s - W s) / (2 * T s), div_pos ha (by linarith), by field_simp⟩
      have h1 : -c ^ 2 ≤ scaledEnergy T R W Z s k := h ⟨s, k, hk, rfl⟩
      have hw : W s - Z * R s = -(2 * T s * k) := by linarith
      simp only [scaledEnergy] at h1
      rw [hw] at h1
      have h2 : (k * Real.sqrt (T s)) ^ 2 ≤ c ^ 2 := by
        rw [mul_pow, hq]
        nlinarith
      have h3 : k * Real.sqrt (T s) ≤ c :=
        (le_abs_self _).trans (abs_le_of_sq_le_sq h2 hc)
      calc Z * R s - W s = 2 * (k * Real.sqrt (T s)) * Real.sqrt (T s) := by
            linear_combination (-2 * k) * hq - hka
        _ ≤ 2 * c * Real.sqrt (T s) := by gcongr
  · -- conversely, complete the square in the scale
    rintro h e ⟨s, k, hk, rfl⟩
    have h1 := mul_le_mul_of_nonneg_left (h s) hk.le
    have h2 : (k * Real.sqrt (T s)) ^ 2 = k ^ 2 * T s := by
      rw [mul_pow, Real.sq_sqrt (hT s).le]
    simp only [scaledEnergy]
    nlinarith [sq_nonneg (k * Real.sqrt (T s) - c)]
```

## Diffuse states keep the energy from being positive

For \(r(Z)^2=-E(Z)\) one needs \(E(Z)\le0\). Take any state and any \(\varepsilon>0\), set \(M=|T|+|W-ZR|+1\), and choose \(k=\min(1,\varepsilon/M)\). Since \(k\le1\), we have \(k^2\le k\), and

\[
E(Z)\le k^2T+k(W-ZR)\le k\bigl(|T|+|W-ZR|\bigr)\le kM\le\varepsilon .
\]

As \(\varepsilon\) was arbitrary, \(E(Z)\le0\). The lemma `le_of_forall_pos_le_add` performs this last step, and `csInf_le` says that the infimum lies below the energy of the chosen state.

```lean
/-- Where the energies are bounded below, the variational energy is not positive. -/
theorem groundEnergy_nonpos [Nonempty S] {Z : ℝ} (h : BddBelow (energies T R W Z)) :
    groundEnergy T R W Z ≤ 0 := by
  obtain ⟨s⟩ := ‹Nonempty S›
  refine le_of_forall_pos_le_add fun ε hε => ?_
  -- a sufficiently diffuse state has energy below ε
  have hM : 0 < |T s| + |W s - Z * R s| + 1 := by positivity
  obtain ⟨k, hk, hk1, hkM⟩ : ∃ k : ℝ, 0 < k ∧ k ≤ 1 ∧
      k * (|T s| + |W s - Z * R s| + 1) ≤ ε :=
    ⟨min 1 (ε / (|T s| + |W s - Z * R s| + 1)), lt_min one_pos (div_pos hε hM),
      min_le_left _ _, (le_div_iff₀ hM).mp (min_le_right _ _)⟩
  have hle : groundEnergy T R W Z ≤ scaledEnergy T R W Z s k :=
    csInf_le h ⟨s, k, hk, rfl⟩
  have hk2 : k ^ 2 ≤ k := by nlinarith
  have h1 := mul_le_mul_of_nonneg_left (le_abs_self (T s)) (sq_nonneg k)
  have h2 := mul_le_mul_of_nonneg_right hk2 (abs_nonneg (T s))
  have h3 := mul_le_mul_of_nonneg_left (le_abs_self (W s - Z * R s)) hk.le
  simp only [scaledEnergy] at hle
  linarith
```

The square root therefore loses nothing.

```lean
/-- Where the energies are bounded below, the square of the energy root is `-E(Z)`. -/
theorem energyRoot_sq [Nonempty S] {Z : ℝ} (h : BddBelow (energies T R W Z)) :
    energyRoot T R W Z ^ 2 = -groundEnergy T R W Z :=
  Real.sq_sqrt (neg_nonneg.mpr (groundEnergy_nonpos h))
```

## Averaging the condition at two charges

Let \(E\) be finite at \(Z_1\) and \(Z_2\), and let \(a,b\ge0\) with \(a+b=1\). At each end, \(-r(Z_i)^2=E(Z_i)\) is a lower bound on the energies, so the linear condition holds with \(c=r(Z_i)\):

\[
Z_iR(s)-W(s)\le2r(Z_i)\sqrt{T(s)},\qquad i=1,2 .
\]

Multiply the first inequality by \(a\) and the second by \(b\), and add them. Because \(aW+bW=W\),

\[
(aZ_1+bZ_2)R(s)-W(s)\le2\bigl(a\,r(Z_1)+b\,r(Z_2)\bigr)\sqrt{T(s)} .
\]

This is the linear condition at the intermediate charge. Read backwards, it says that \(-(a\,r(Z_1)+b\,r(Z_2))^2\) is a lower bound on all energies there. Hence \(E\) is finite at \(aZ_1+bZ_2\), and

\[
-\bigl(a\,r(Z_1)+b\,r(Z_2)\bigr)^2\le E(aZ_1+bZ_2).
\]

The theorem states both conclusions, joined by `∧`. In its proof, `key` is the condition at one end, `hl` is the averaged lower bound, and `le_csInf` passes from a lower bound to the infimum.

```lean
/-- For positive kinetic energies, if `E` is finite at two charges it is finite between them, and
linear interpolation of the energy root never gives too high an energy. -/
theorem interpolation_le [Nonempty S] (hT : ∀ s, 0 < T s) {Z₁ Z₂ a b : ℝ}
    (h₁ : BddBelow (energies T R W Z₁)) (h₂ : BddBelow (energies T R W Z₂))
    (ha : 0 ≤ a) (hb : 0 ≤ b) (hab : a + b = 1) :
    BddBelow (energies T R W (a * Z₁ + b * Z₂)) ∧
      -(a * energyRoot T R W Z₁ + b * energyRoot T R W Z₂) ^ 2 ≤
        groundEnergy T R W (a * Z₁ + b * Z₂) := by
  have hr : ∀ Z, 0 ≤ energyRoot T R W Z := fun _ => Real.sqrt_nonneg _
  have key : ∀ Z, BddBelow (energies T R W Z) →
      ∀ s, Z * R s - W s ≤ 2 * energyRoot T R W Z * Real.sqrt (T s) := by
    intro Z h
    refine (lowerBound_iff hT (hr Z)).1 fun e he => ?_
    rw [energyRoot_sq h, neg_neg]
    exact csInf_le h he
  -- average the linear conditions at the two end charges
  have hl : -(a * energyRoot T R W Z₁ + b * energyRoot T R W Z₂) ^ 2 ∈
      lowerBounds (energies T R W (a * Z₁ + b * Z₂)) := by
    refine (lowerBound_iff hT (add_nonneg (mul_nonneg ha (hr Z₁))
      (mul_nonneg hb (hr Z₂)))).2 fun s => ?_
    have h3 := mul_le_mul_of_nonneg_left (key Z₁ h₁ s) ha
    have h4 := mul_le_mul_of_nonneg_left (key Z₂ h₂ s) hb
    have hw : a * W s + b * W s = W s := by rw [← add_mul, hab, one_mul]
    linarith
  obtain ⟨s⟩ := ‹Nonempty S›
  exact ⟨⟨_, hl⟩, le_csInf ⟨_, s, 1, one_pos, rfl⟩ hl⟩
```

## Convexity of the root

Rearranged, the inequality reads \(-E(aZ_1+bZ_2)\le(a\,r(Z_1)+b\,r(Z_2))^2\). The bracket is not negative, so taking roots gives

\[
r(aZ_1+bZ_2)\le a\,r(Z_1)+b\,r(Z_2).
\]

Mathlib's `ConvexOn` contains two claims: that the domain, here the set of charges with finite \(E\), is convex, and that the function satisfies this inequality on it. The two halves of the previous theorem supply them.

```lean
/-- For positive kinetic energies, the charges at which `E` is finite form a convex set, and the
square root of `-E(Z)` is a convex function of the nuclear charge there. -/
theorem convexOn_energyRoot [Nonempty S] (hT : ∀ s, 0 < T s) :
    ConvexOn ℝ {Z | BddBelow (energies T R W Z)} (energyRoot T R W) := by
  constructor
  · intro Z₁ h₁ Z₂ h₂ a b ha hb hab
    exact (interpolation_le hT h₁ h₂ ha hb hab).1
  · intro Z₁ h₁ Z₂ h₂ a b ha hb hab
    have h := (interpolation_le hT h₁ h₂ ha hb hab).2
    change Real.sqrt (-groundEnergy T R W (a * Z₁ + b * Z₂)) ≤
      a * energyRoot T R W Z₁ + b * energyRoot T R W Z₂
    exact Real.sqrt_le_iff.mpr ⟨add_nonneg (mul_nonneg ha (Real.sqrt_nonneg _))
      (mul_nonneg hb (Real.sqrt_nonneg _)), by linarith⟩
```

For non-relativistic Hartree-Fock energies minimised at every charge over the same set of determinants and over all scales, this gives a consistency test on a table along an isoelectronic sequence, and a lower bound on \(E\) at a charge between two entries. The bound takes the infima at the two ends as input. End energies that lie above the infima give roots that are too small, and the bound may then fail.

## Extrapolation errs the other way

Let \(t\ge0\) and \(Z_3=Z_2+t(Z_2-Z_1)\), with \(E\) finite at \(Z_1\) and \(Z_3\). The middle charge is a weighted mean of the outer two,

\[
Z_2=\frac{t}{1+t}Z_1+\frac1{1+t}Z_3 ,
\]

so convexity gives \((1+t)\,r(Z_2)\le t\,r(Z_1)+r(Z_3)\), that is,

\[
r(Z_3)\ge r(Z_2)+t\bigl(r(Z_2)-r(Z_1)\bigr).
\]

If the right-hand side is not negative, squaring keeps the order, and \(E(Z_3)\) is at most minus the square of the extrapolated root. Linear extrapolation then never gives too low an energy. Since \(Z_1\) may be larger or smaller than \(Z_2\), this holds in both directions along the sequence. In the code, `u` is \(1/(1+t)\), and `hx` is the condition on the sign of the extrapolated root.

```lean
/-- For positive kinetic energies, linear extrapolation of the energy root from `Z₁` and `Z₂` to a
charge beyond `Z₂` never gives too low an energy, provided `E` is finite at `Z₁` and at the target
charge and the extrapolated root is not negative. -/
theorem le_extrapolation [Nonempty S] (hT : ∀ s, 0 < T s) {Z₁ Z₂ t : ℝ} (ht : 0 ≤ t)
    (h₁ : BddBelow (energies T R W Z₁))
    (h₃ : BddBelow (energies T R W (Z₂ + t * (Z₂ - Z₁))))
    (hx : 0 ≤ energyRoot T R W Z₂ + t * (energyRoot T R W Z₂ - energyRoot T R W Z₁)) :
    groundEnergy T R W (Z₂ + t * (Z₂ - Z₁)) ≤
      -(energyRoot T R W Z₂ + t * (energyRoot T R W Z₂ - energyRoot T R W Z₁)) ^ 2 := by
  have hp : 0 < 1 + t := by linarith
  obtain ⟨u, hu0, hu⟩ : ∃ u : ℝ, 0 < u ∧ u * (1 + t) = 1 :=
    ⟨(1 + t)⁻¹, inv_pos.mpr hp, inv_mul_cancel₀ hp.ne'⟩
  -- the middle charge is a weighted mean of the outer two
  have hc := (convexOn_energyRoot (R := R) (W := W) hT).2 h₁ h₃
    (mul_nonneg ht hu0.le) hu0.le (by linear_combination hu)
  have hz : t * u * Z₁ + u * (Z₂ + t * (Z₂ - Z₁)) = Z₂ := by
    linear_combination Z₂ * hu
  simp only [smul_eq_mul] at hc
  rw [hz] at hc
  have hm := mul_le_mul_of_nonneg_left hc hp.le
  have he : (1 + t) * (t * u * energyRoot T R W Z₁ +
      u * energyRoot T R W (Z₂ + t * (Z₂ - Z₁))) =
      t * energyRoot T R W Z₁ + energyRoot T R W (Z₂ + t * (Z₂ - Z₁)) := by
    linear_combination (t * energyRoot T R W Z₁ +
      energyRoot T R W (Z₂ + t * (Z₂ - Z₁))) * hu
  rw [he] at hm
  have hsq := pow_le_pow_left₀ hx (show _ ≤ energyRoot T R W (Z₂ + t * (Z₂ - Z₁)) by
    linarith) 2
  rw [energyRoot_sq h₃] at hsq
  linarith
```

Without `hx` the conclusion can be false. In the two-electron model, take \(Z_1=2\), \(Z_2=1\) and \(t=1\), so that \(Z_3=0\). The roots at \(Z_1\) and \(Z_2\) are \(\tfrac{27}{16}\) and \(\tfrac{11}{16}\), and the extrapolated root is \(-\tfrac5{16}\). Its square would require \(E(0)\le-\tfrac{25}{256}\). With no nuclear charge, however, the energies are \(k^2+\tfrac58k>0\), and their infimum is 0.

## The two-electron model as an instance

The opening example has a single trial state, represented by the one-element type `Unit`, with \(T=1\), \(R=2\) and \(W=\tfrac58\). These three numbers are inputs; the orbital integrals behind them are not computed in the code. For \(Z>\tfrac5{16}\), the scale \(k=Z-\tfrac5{16}\) attains the energy \(-(Z-\tfrac5{16})^2\), and the completed square shows that no scale goes lower. `IsLeast` records both facts, and the root follows. Since it is linear in \(Z\), interpolation between two charges above \(\tfrac5{16}\) reproduces the energy of this one-parameter model exactly, so the interpolation bound can hold with equality.

```lean
/-- The one-state model with `T = 1`, `R = 2`, `W = 5/8` (two electrons in a scaled 1s orbital, in
hartree) has finite energy and energy root `Z - 5/16` for every `Z > 5/16`. -/
theorem helium_sequence_witness {Z : ℝ} (hZ : 5 / 16 < Z) :
    BddBelow (energies (fun _ : Unit => (1 : ℝ)) (fun _ => 2) (fun _ => 5 / 8) Z) ∧
      energyRoot (fun _ : Unit => (1 : ℝ)) (fun _ => 2) (fun _ => 5 / 8) Z = Z - 5 / 16 := by
  have hl : IsLeast (energies (fun _ : Unit => (1 : ℝ)) (fun _ => 2) (fun _ => 5 / 8) Z)
      (-(Z - 5 / 16) ^ 2) := by
    constructor
    · exact ⟨(), Z - 5 / 16, by linarith, by simp only [scaledEnergy]; ring⟩
    · rintro e ⟨s, k, hk, rfl⟩
      simp only [scaledEnergy]
      nlinarith [sq_nonneg (k - (Z - 5 / 16))]
  refine ⟨⟨_, hl.2⟩, ?_⟩
  have hE : groundEnergy (fun _ : Unit => (1 : ℝ)) (fun _ => 2) (fun _ => 5 / 8) Z =
      -(Z - 5 / 16) ^ 2 := hl.csInf_eq
  rw [energyRoot, hE, neg_neg, Real.sqrt_sq (by linarith)]

end

end IsoelectronicInterpolation
```

```lean
#print axioms IsoelectronicInterpolation.convexOn_energyRoot
-- 'IsoelectronicInterpolation.convexOn_energyRoot' depends on axioms: [propext, Classical.choice, Quot.sound]
#print axioms IsoelectronicInterpolation.le_extrapolation
-- 'IsoelectronicInterpolation.le_extrapolation' depends on axioms: [propext, Classical.choice, Quot.sound]
```
